# The thermal average of a power of J_z under the crystal-field Hamiltonian B O₂⁰ is a Gibbs-state trace

The declaration concerns a single multiplet with J = n/2, whose n + 1 levels m = −J, …, J have energies B(3m² − J(J+1)). It states that the average of mᵖ with Boltzmann weights at inverse temperature b equals Tr(J_zᵖ e^(−bH)) / Tr(e^(−bH)), where H = B O₂⁰ and O₂⁰ = 3J_z² − J(J+1), for all real B and b and every natural number p. The matrix exponential is unnormalised, and the division by its trace supplies the normalisation. The attempt shows that −bH is diagonal, identifies its exponential with the diagonal matrix of Boltzmann weights, and then reduces both traces to sums over the levels.

Lean 4 with Mathlib refuses this proof:

```lean
import Mathlib

open Finset

namespace AverageEqTrace

noncomputable section

/-- The magnetic quantum number `m = -J + k` of level `k` in a multiplet with `J = n/2`. -/
def mJ (n k : ℕ) : ℝ := (k : ℝ) - (n : ℝ) / 2

/-- The value `X = J(J+1)` of the squared angular momentum for `J = n/2`. -/
def casimir (n : ℕ) : ℝ := (n : ℝ) / 2 * ((n : ℝ) / 2 + 1)

/-- The Boltzmann weight of level `k` with energy `B(3m² - X)` at inverse temperature `b`. -/
def weight (n : ℕ) (B b : ℝ) (k : ℕ) : ℝ :=
  Real.exp (-(b * B * (3 * mJ n k ^ 2 - casimir n)))

/-- The partition sum of the multiplet, over `m = -J, ..., J`. -/
def partitionSum (n : ℕ) (B b : ℝ) : ℝ := ∑ k ∈ range (n + 1), weight n B b k

/-- The unnormalised thermal moment, the sum of `m ^ p` times the Boltzmann weight. -/
def moment (n : ℕ) (B b : ℝ) (p : ℕ) : ℝ :=
  ∑ k ∈ range (n + 1), mJ n k ^ p * weight n B b k

/-- The thermal average of `m ^ p` over the multiplet. -/
def average (n : ℕ) (B b : ℝ) (p : ℕ) : ℝ := moment n B b p / partitionSum n B b

/-- The operator `J_z` in the basis of its eigenstates. -/
def Jz (n : ℕ) : Matrix (Fin (n + 1)) (Fin (n + 1)) ℝ :=
  Matrix.diagonal fun k => mJ n k

/-- The Stevens operator `O₂⁰ = 3 J_z² - J(J+1)`. -/
def stevensO20 (n : ℕ) : Matrix (Fin (n + 1)) (Fin (n + 1)) ℝ :=
  (3 : ℝ) • Jz n ^ 2 - casimir n • (1 : Matrix (Fin (n + 1)) (Fin (n + 1)) ℝ)

/-- The average of `m ^ p` is the trace average of `J_z ^ p` in the Gibbs state of the
crystal-field Hamiltonian `B O₂⁰`. -/
theorem average_eq_trace (n : ℕ) (B b : ℝ) (p : ℕ) :
    average n B b p =
      Matrix.trace (Jz n ^ p * NormedSpace.exp ((-(b * B)) • stevensO20 n)) /
        Matrix.trace (NormedSpace.exp ((-(b * B)) • stevensO20 n)) := by
  -- the Hamiltonian is diagonal, and so is its exponential
  have h : (-(b * B)) • stevensO20 n =
      Matrix.diagonal fun k : Fin (n + 1) =>
        -(b * B * (3 * mJ n k ^ 2 - casimir n)) := by
    ext i j
    by_cases hij : i = j
    · subst hij
      simp [stevensO20, Jz, Matrix.diagonal_pow]
    · simp [stevensO20, Jz, Matrix.diagonal_pow, hij]
  have hexp : NormedSpace.exp ((-(b * B)) • stevensO20 n) =
      Matrix.diagonal fun k : Fin (n + 1) => weight n B b k := by
    rw [h, Matrix.exp_diagonal]
    congr 1
    funext k
    rw [Pi.exp_apply, weight, Real.exp_eq_exp_ℝ]
  simp only [hexp, average, moment, partitionSum, Jz, Matrix.diagonal_pow,
    Matrix.diagonal_mul_diagonal, Matrix.trace_diagonal, Finset.sum_range, Pi.pow_apply]

end

end AverageEqTrace
```

The error:

```
Main.lean:57:8: error(lean.unknownIdentifier): Unknown identifier `Pi.exp_apply`
```

Diagnosis. The message says that Lean finds nothing called `Pi.exp_apply` under that name in this file. The name stands first in the `rw` that should finish `hexp`. At that point `Matrix.exp_diagonal` has reduced the matrix exponential to the exponential of a function on the levels, and the goal compares its value at `k` with `weight n B b k`. The missing step is that this exponential is taken level by level.

The repair proves that step as `he`. Evaluation at `k` is the ring homomorphism `Pi.evalRingHom`, and `NormedSpace.map_exp` lets a continuous ring homomorphism pass through the exponential; `continuous_apply k` supplies the continuity. The remaining `rw` keeps the other two rewrites, which unfold `weight` and turn `Real.exp` into `NormedSpace.exp`. The goal is then an instance of `he`, up to unfolding the evaluation map, and `exact he _` closes it.

Fix (accepted with no message):

```diff
@@ -55,5 +55,13 @@
     congr 1
     funext k
-    rw [Pi.exp_apply, weight, Real.exp_eq_exp_ℝ]
+    -- evaluation at a level is a continuous ring homomorphism
+    have he : ∀ v : Fin (n + 1) → ℝ,
+        Pi.evalRingHom (fun _ : Fin (n + 1) => ℝ) k (NormedSpace.exp v) =
+          NormedSpace.exp (Pi.evalRingHom (fun _ : Fin (n + 1) => ℝ) k v) := by
+      intro v
+      apply NormedSpace.map_exp
+      exact continuous_apply k
+    rw [weight, Real.exp_eq_exp_ℝ]
+    exact he _
   simp only [hexp, average, moment, partitionSum, Jz, Matrix.diagonal_pow,
     Matrix.diagonal_mul_diagonal, Matrix.trace_diagonal, Finset.sum_range, Pi.pow_apply]
```
